# The permuted quadratic terms of CCD are antisymmetric, and the ring term needs only one permutation

## Two occupied and two virtual labels

Let i, j, k, l label occupied spin orbitals and a, b, c, d virtual ones. The coupled-cluster doubles amplitudes t_ij^ab and the integrals v_kl^cd = ⟨kl||cd⟩ change sign when the two lower labels are swapped, and again when the two upper labels are swapped. The ring term is

X_ij^ab = Σ_klcd v_kl^cd t_ik^ac t_jl^bd.

Take two occupied labels 0, 1 and two virtual labels 0, 1. Antisymmetry leaves one independent number in each array, t_01^01 = τ and v_01^01 = w. In X_01^01 the factor t_0k^0c forces k = 1 and c = 1, and the factor t_1l^1d forces l = 0 and d = 0. One term survives:

X_01^01 = v_10^10 t_01^01 t_10^10 = wτ².

The other three arrangements of the outer labels follow in the same way:

X_10^10 = v_01^01 t_10^10 t_01^01 = wτ²

X_10^01 = v_01^10 t_10^01 t_01^10 = −wτ²

X_01^10 = v_10^01 t_01^10 t_10^01 = −wτ².

The four values come in two equal pairs. Swapping the occupied labels and the virtual labels together changes nothing, because v picks up two signs and they cancel. Let P(ij) stand for 1 minus the swap of i and j, and P(ab) for 1 minus the swap of a and b. Then, at the labels 01 and 01,

P(ij)X = wτ² + wτ² = 2wτ²

P(ab)X = wτ² + wτ² = 2wτ²

P(ij)P(ab)X / 2 = (wτ² + wτ² + wτ² + wτ²) / 2 = 2wτ².

The pairing holds for any number of labels, and it makes the three expressions equal in general.

## The four quadratic terms

The part of the CCD doubles equation that is quadratic in t contains X and three further sums:

L_ij^ab = Σ_klcd v_kl^cd t_ij^cd t_kl^ab (ladder)

Y_ij^ab = Σ_klcd v_kl^cd t_ik^dc t_lj^ab (dressing of an occupied line)

Z_ij^ab = Σ_klcd v_kl^cd t_lk^ac t_ij^db (dressing of a virtual line).

They enter in the combination

Q = L/4 + P(ij)P(ab)X/2 − P(ij)Y/2 − P(ab)Z/2.

The amplitude t_ij^ab multiplies an operator that moves two electrons from i, j to a, b, and exchanging two fermion operators of the same kind costs a sign. The equation that determines t should therefore have the same antisymmetry, and for Q this can be checked term by term.

In a finite spin-orbital basis, this antisymmetry allows a CCD program to store the quadratic contribution for i < j and a < b only, and the ring identity lets it apply one permutation operator to X instead of two.

## Derivation

**Exchange symmetry of X.** Write out X with both outer pairs swapped, then rename k ↔ l and c ↔ d:

X_ji^ba = Σ_klcd v_kl^cd t_jk^bc t_il^ad = Σ_klcd v_lk^dc t_jl^bd t_ik^ac.

Two sign changes give v_lk^dc = −v_kl^dc = v_kl^cd, so

X_ji^ba = X_ij^ab.

The same relation with a and b interchanged reads X_ji^ab = X_ij^ba.

**Permutation identities.** The second relation gives

P(ij)X = X_ij^ab − X_ji^ab = X_ij^ab − X_ij^ba = P(ab)X.

With both operators there are four terms, and the two relations combine them in pairs:

P(ij)P(ab)X = X_ij^ab − X_ij^ba − X_ji^ab + X_ji^ba = 2(X_ij^ab − X_ji^ab).

Half of this is P(ij)X. No symmetry of t has been used.

**Ring term.** Swapping i and j in X_ij^ab − X_ji^ab reverses its sign at once. Swapping a and b gives

X_ij^ba − X_ji^ba = X_ji^ab − X_ij^ab,

which is again the negative of the original.

**Ladder.** In L the labels i, j sit together on t_ij^cd, and a, b sit together on t_kl^ab. Each swap changes the sign of one factor in every term of the sum.

**Dressing terms.** In Y the labels a, b share the amplitude t_lj^ab, so Y_ij^ba = −Y_ij^ab. This survives the application of P(ij):

Y_ij^ba − Y_ji^ba = −(Y_ij^ab − Y_ji^ab).

Antisymmetry in ij comes from P(ij) itself. In Z the roles are reversed: i, j share t_ij^db, so Z_ji^ab = −Z_ij^ab, and P(ab) supplies the antisymmetry in ab.

**The sum.** After P(ij)P(ab)X/2 is replaced by P(ij)X, every term of Q is antisymmetric in both pairs, and hence so is Q.

## Three labels of each kind, with numbers

With two labels of each kind X was already antisymmetric without any permutation operator. Three labels are enough to break this. Take

t_ij^ab = v_ij^ab = δ_ia δ_jb − δ_ib δ_ja

with all labels in {0, 1, 2}. The Kronecker deltas compare an occupied number with a virtual number; this only defines a convenient table and does not identify the orbitals.

For X_00^00 the factor t_0k^0c equals 1 when k = c ≠ 0 and vanishes otherwise, and t_0l^0d behaves alike. The remaining factor v_kl^kl is 1 for k ≠ l and 0 for k = l. The pairs (k, l) = (1, 2) and (2, 1) contribute, so

X_00^00 = 2.

An antisymmetric array would have 0 here.

For X_01^01 the conditions are k = c ∈ {1, 2} and l = d ∈ {0, 2}, again with k ≠ l. The pairs (1, 0), (1, 2) and (2, 0) contribute, so X_01^01 = 3. For X_10^01 the only surviving term has k = 0, c = 1, l = 1, d = 0:

X_10^01 = v_01^10 · (−1) · (−1) = −1.

Therefore P(ij)X has the element 3 − (−1) = 4 at the labels 01 and 01.

## An array v without exchange symmetry

Return to two labels of each kind with t_01^01 = 1 and t antisymmetric, but let v_01^01 = 1 be the only nonzero element of v. Now v_10^10 = 0 differs from v_01^01, and the exchange symmetry is lost. The only nonzero element of X is

X_10^10 = v_01^01 t_10^10 t_01^01 = 1.

At i = 0, j = 1, a = 1, b = 0 the three expressions become

P(ij)X = 0 − 1 = −1

P(ab)X = 0 − 0 = 0

P(ij)P(ab)X / 2 = (0 − 0 − 1 + 0) / 2 = −1/2.

They all differ. This v is a purely algebraic example and not a table of two-electron integrals: even without antisymmetrisation, ⟨kl|cd⟩ = ⟨lk|dc⟩, because the interaction treats the two electrons alike. The equality v_lk^dc = v_kl^cd is all that the derivation of the ring identities takes from v, so they hold for plain integrals as well; antisymmetry of v is a sufficient hypothesis. The two-label examples are worked by hand only, whereas the three-label values 2 and 4 are also theorems in the file below.

## How the Lean statements read

A `Tensor o u K` is a function of two labels from `o` (occupied) and two from `u` (virtual) with values in a field `K`. The argument order is lower pair first, so `t i j a b` is t_ij^ab. Both label types are finite. Real and complex amplitudes are covered by K = ℝ and K = ℂ.

`Antisymm t` states the two sign rules, one for each pair. `Pij` and `Pab` are the permutation operators, and `ring2`, `ladder`, `occDressing` and `virtDressing` are X, L, Y and Z. `ccdQuadratic` is Q with the weights given above.

`ring2_permutations` assumes that v is antisymmetric and places no condition on t. It states both equalities for every choice of i, j, a, b. It also assumes `CharZero K`, which makes division by 2 legitimate; the same assumption appears in `ccdQuadratic_antisymm`. The four theorems on individual terms hold over any field. Those for the ladder and the dressing terms assume antisymmetry of t only, and the one for the ring term assumes antisymmetry of v only.

The antisymmetry of t and v is a hypothesis here, standing for Fermi statistics and for the use of antisymmetrised integrals. The file does not derive the CCD equation from a Hamiltonian: the four sums and their weights enter by definition. Since each permuted term is antisymmetric separately, the result would be the same for other weights, and so it does not test the weights 1/4, 1/2, −1/2, −1/2. The driving term and the terms linear in t are not treated, nor are spin-adapted forms of the equations.

## The file

```lean
import Mathlib

namespace CoupledClusterQuadraticDiagrams

/-- Quantities with two occupied labels (type `o`) and two virtual labels (type `u`),
such as `t_ij^ab` and `v_kl^cd`. -/
abbrev Tensor (o u K : Type*) := o → o → u → u → K

variable {o u K : Type*} [Field K]

/-- Antisymmetry in the occupied pair and in the virtual pair. -/
def Antisymm (t : Tensor o u K) : Prop :=
  (∀ i j a b, t j i a b = -t i j a b) ∧ (∀ i j a b, t i j b a = -t i j a b)

/-- The permutation operator `P(ij) = 1 - (i ↔ j)`. -/
def Pij (X : Tensor o u K) : Tensor o u K := fun i j a b => X i j a b - X j i a b

/-- The permutation operator `P(ab) = 1 - (a ↔ b)`. -/
def Pab (X : Tensor o u K) : Tensor o u K := fun i j a b => X i j a b - X i j b a

variable [Fintype o] [Fintype u]

/-- The ring term `∑ v_kl^cd t_ik^ac t_jl^bd`. -/
def ring2 (v t : Tensor o u K) : Tensor o u K := fun i j a b =>
  ∑ k, ∑ l, ∑ c, ∑ d, v k l c d * t i k a c * t j l b d

/-- The ladder term `∑ v_kl^cd t_ij^cd t_kl^ab`. -/
def ladder (v t : Tensor o u K) : Tensor o u K := fun i j a b =>
  ∑ k, ∑ l, ∑ c, ∑ d, v k l c d * t i j c d * t k l a b

/-- The term `∑ v_kl^cd t_ik^dc t_lj^ab`, which dresses an occupied line. -/
def occDressing (v t : Tensor o u K) : Tensor o u K := fun i j a b =>
  ∑ k, ∑ l, ∑ c, ∑ d, v k l c d * t i k d c * t l j a b

/-- The term `∑ v_kl^cd t_lk^ac t_ij^db`, which dresses a virtual line. -/
def virtDressing (v t : Tensor o u K) : Tensor o u K := fun i j a b =>
  ∑ k, ∑ l, ∑ c, ∑ d, v k l c d * t l k a c * t i j d b

/-- The part of the CCD doubles equation that is quadratic in the amplitudes. -/
def ccdQuadratic (v t : Tensor o u K) : Tensor o u K := fun i j a b =>
  1 / 4 * ladder v t i j a b + Pij (Pab (ring2 v t)) i j a b / 2
    - 1 / 2 * Pij (occDressing v t) i j a b - 1 / 2 * Pab (virtDressing v t) i j a b

/-- The ring term is unchanged when `i ↔ j` and `a ↔ b` are exchanged together. -/
theorem ring2_exchange {v : Tensor o u K} (hv : Antisymm v) (t : Tensor o u K)
    (i j : o) (a b : u) : ring2 v t j i b a = ring2 v t i j a b := by
  simp only [ring2]
  -- relabel k ↔ l, then c ↔ d
  refine Finset.sum_comm.trans ?_
  refine Finset.sum_congr rfl fun k _ => Finset.sum_congr rfl fun l _ => ?_
  refine Finset.sum_comm.trans ?_
  refine Finset.sum_congr rfl fun c _ => Finset.sum_congr rfl fun d _ => ?_
  -- the two signs from the integral cancel
  have e : v l k d c = v k l c d := by
    rw [hv.1 k l d c, hv.2 k l c d, neg_neg]
  rw [e]
  ring

/-- For the ring term `X`, the three forms `P(ij)P(ab)X/2`, `P(ij)X` and `P(ab)X` agree. -/
theorem ring2_permutations [CharZero K] {v : Tensor o u K} (hv : Antisymm v)
    (t : Tensor o u K) (i j : o) (a b : u) :
    Pij (Pab (ring2 v t)) i j a b / 2 = Pij (ring2 v t) i j a b ∧
      Pij (ring2 v t) i j a b = Pab (ring2 v t) i j a b := by
  have h1 := ring2_exchange hv t i j a b
  have h2 := ring2_exchange hv t i j b a
  simp only [Pij, Pab]
  constructor
  · linear_combination (h1 + h2) / 2
  · linear_combination -h2

/-- The ring term with `P(ij)` applied is antisymmetric in `ij` and in `ab`. -/
theorem ring2_antisymm {v : Tensor o u K} (hv : Antisymm v) (t : Tensor o u K) :
    Antisymm (Pij (ring2 v t)) := by
  constructor
  · intro i j a b
    simp only [Pij]
    ring
  · intro i j a b
    have h1 := ring2_exchange hv t i j a b
    have h2 := ring2_exchange hv t i j b a
    simp only [Pij]
    linear_combination -h1 - h2

/-- The ladder term is antisymmetric in `ij` and in `ab`. -/
theorem ladder_antisymm (v : Tensor o u K) {t : Tensor o u K} (ht : Antisymm t) :
    Antisymm (ladder v t) := by
  constructor <;> intro i j a b <;> simp only [ladder, ← Finset.sum_neg_distrib] <;>
    refine Finset.sum_congr rfl fun k _ => Finset.sum_congr rfl fun l _ =>
      Finset.sum_congr rfl fun c _ => Finset.sum_congr rfl fun d _ => ?_
  · rw [ht.1 i j c d]
    ring
  · rw [ht.2 k l a b]
    ring

/-- The occupied-line term with `P(ij)` applied is antisymmetric in `ij` and in `ab`. -/
theorem occDressing_antisymm (v : Tensor o u K) {t : Tensor o u K} (ht : Antisymm t) :
    Antisymm (Pij (occDressing v t)) := by
  -- the virtual pair sits on a single amplitude
  have h : ∀ i j a b, occDressing v t i j b a = -occDressing v t i j a b := by
    intro i j a b
    simp only [occDressing, ← Finset.sum_neg_distrib]
    refine Finset.sum_congr rfl fun k _ => Finset.sum_congr rfl fun l _ =>
      Finset.sum_congr rfl fun c _ => Finset.sum_congr rfl fun d _ => ?_
    rw [ht.2 l j a b]
    ring
  constructor <;> intro i j a b <;> simp only [Pij]
  · ring
  · linear_combination h i j a b - h j i a b

/-- The virtual-line term with `P(ab)` applied is antisymmetric in `ij` and in `ab`. -/
theorem virtDressing_antisymm (v : Tensor o u K) {t : Tensor o u K} (ht : Antisymm t) :
    Antisymm (Pab (virtDressing v t)) := by
  -- the occupied pair sits on a single amplitude
  have h : ∀ i j a b, virtDressing v t j i a b = -virtDressing v t i j a b := by
    intro i j a b
    simp only [virtDressing, ← Finset.sum_neg_distrib]
    refine Finset.sum_congr rfl fun k _ => Finset.sum_congr rfl fun l _ =>
      Finset.sum_congr rfl fun c _ => Finset.sum_congr rfl fun d _ => ?_
    rw [ht.1 i j d b]
    ring
  constructor <;> intro i j a b <;> simp only [Pab]
  · linear_combination h i j a b - h i j b a
  · ring

/-- The whole quadratic part of the CCD doubles equation is antisymmetric in `ij`
and in `ab`. -/
theorem ccdQuadratic_antisymm [CharZero K] {v t : Tensor o u K}
    (hv : Antisymm v) (ht : Antisymm t) : Antisymm (ccdQuadratic v t) := by
  have hp := fun i j a b => (ring2_permutations hv t i j a b).1
  have hL := ladder_antisymm v ht
  have hR := ring2_antisymm hv t
  have hO := occDressing_antisymm v ht
  have hV := virtDressing_antisymm v ht
  constructor <;> intro i j a b <;> simp only [ccdQuadratic, hp]
  · linear_combination 1 / 4 * hL.1 i j a b + hR.1 i j a b
      - 1 / 2 * hO.1 i j a b - 1 / 2 * hV.1 i j a b
  · linear_combination 1 / 4 * hL.2 i j a b + hR.2 i j a b
      - 1 / 2 * hO.2 i j a b - 1 / 2 * hV.2 i j a b

/-- The model amplitudes `δ_ia δ_jb - δ_ib δ_ja` for three occupied and three virtual
labels. -/
def deltaAmp : Tensor (Fin 3) (Fin 3) ℚ := fun i j a b =>
  (if i = a ∧ j = b then 1 else 0) - (if i = b ∧ j = a then 1 else 0)

/-- The model amplitudes are antisymmetric; with `t = v = deltaAmp` the bare ring term is
not antisymmetric, and `P(ij)` applied to it has a matrix element equal to 4. -/
theorem deltaAmp_witness :
    Antisymm deltaAmp ∧ ring2 deltaAmp deltaAmp 0 0 0 0 = 2 ∧
      ¬ Antisymm (ring2 deltaAmp deltaAmp) ∧
      Pij (ring2 deltaAmp deltaAmp) 0 1 0 1 = 4 := by
  have h2 : ring2 deltaAmp deltaAmp 0 0 0 0 = 2 := by decide +kernel
  refine ⟨?_, h2, ?_, ?_⟩
  · unfold Antisymm
    decide +kernel
  · -- antisymmetry would force the element with equal labels to vanish
    intro h
    have h0 := h.1 0 0 0 0
    rw [h2] at h0
    norm_num at h0
  · decide +kernel

end CoupledClusterQuadraticDiagrams
```

```lean
#print axioms CoupledClusterQuadraticDiagrams.ccdQuadratic_antisymm
-- 'CoupledClusterQuadraticDiagrams.ccdQuadratic_antisymm' depends on axioms: [propext, Classical.choice, Quot.sound]
```

## How the proof follows the derivation

`ring2_exchange` is the relation X_ji^ba = X_ij^ab. The first use of `Finset.sum_comm` exchanges the sums over k and l, and the second exchanges those over c and d. The calls to `Finset.sum_congr`, one pair after each exchange, reduce the claim to one term of the sum, with the labels renamed. The local equation `e` is v_lk^dc = v_kl^cd, obtained from the two sign rules, and `ring` reorders the product of amplitudes.

In `ring2_permutations`, `h1` is the exchange relation as it stands and `h2` is the relation with a and b interchanged. Once the permutation operators are unfolded, each claim is a linear identity between elements of X. The tactic `linear_combination` is told which multiples of `h1` and `h2` to add, and it checks that the remainder vanishes. The first identity takes half of each relation, and the second takes −`h2`.

`ring2_antisymm` proves the occupied swap by `ring` alone, since P(ij) provides it, and the virtual swap from the same two relations.

`ladder_antisymm` moves the minus sign inside the fourfold sum and compares term by term. The rewrite with `ht.1` acts on t_ij^cd for the occupied swap, and the one with `ht.2` acts on t_kl^ab for the virtual swap.

In the two dressing theorems the auxiliary statement `h` is the antisymmetry that the bare sum already has: in ab for Y and in ij for Z. Using `h` twice, once for each term of the permutation operator, carries it over to the permuted quantity. The other antisymmetry is again closed by `ring`.

`ccdQuadratic_antisymm` first uses `hp` to replace P(ij)P(ab)X/2 by P(ij)X. It then adds the four antisymmetry statements with the weights 1/4, 1, −1/2 and −1/2, which is the linearity argument of the derivation.

`deltaAmp_witness` treats the three-label example. The antisymmetry of the table and the values 2 and 4 are found by direct evaluation with `decide +kernel`. The bare ring term is shown not to be antisymmetric by contradiction: with equal labels, antisymmetry would require 2 = −2.
